# Pauling bond orders from the inverse biadjacency matrix when all Kekulé structures have the same sign

The theorem concerns a finite bipartite π-system with equally many starred and unstarred atoms, described only by which pairs are bonded: its biadjacency matrix B has entry 1 for a bonded pair and 0 otherwise. Suppose that at least one Kekulé structure (perfect matching) exists and that all of them have the same permutation sign. Then B is invertible over the rationals, and B i j · B⁻¹ j i is the Pauling bond order, the fraction of Kekulé structures with a double bond between starred atom i and unstarred atom j. The proof writes both the determinant and the entry times its cofactor as signed sums over Kekulé structures, so that the common sign cancels in their quotient.

In Lean, a first try:

```lean
import Mathlib

open Finset

namespace HamRuedenberg

variable {n : Type*} [Fintype n] [DecidableEq n]

/-- The biadjacency matrix of a bipartite π-system: the entry is 1 if starred atom `i` is bonded
to unstarred atom `j`, and 0 otherwise. -/
def biadjacency (E : n → n → Bool) : Matrix n n ℚ :=
  Matrix.of fun i j => if E i j = true then 1 else 0

/-- The Kekulé structures (perfect matchings): each starred atom `i` is paired with a bonded
unstarred atom `σ i`. -/
def kekule (E : n → n → Bool) : Finset (Equiv.Perm n) :=
  univ.filter fun σ => ∀ i, E i (σ i) = true

/-- The Kekulé structures in which `i` and `j` are joined by a double bond. -/
def kekuleWith (E : n → n → Bool) (i j : n) : Finset (Equiv.Perm n) :=
  (kekule E).filter fun σ => σ i = j

/-- The Pauling bond order: the fraction of Kekulé structures with a double bond between `i`
and `j`, for a system that has at least one Kekulé structure. -/
def paulingBondOrder (E : n → n → Bool) (i j : n) : ℚ :=
  ((kekuleWith E i j).card : ℚ) / ((kekule E).card : ℚ)

/-- All Kekulé structures have the same permutation sign. -/
def SameSign (E : n → n → Bool) : Prop :=
  ∀ σ ∈ kekule E, ∀ τ ∈ kekule E, Equiv.Perm.sign σ = Equiv.Perm.sign τ

/-- The product of biadjacency entries along a pairing of the atoms is 1 for a Kekulé structure
and 0 otherwise. -/
theorem prod_biadjacency (E : n → n → Bool) (σ : Equiv.Perm n) :
    ∏ i, biadjacency E i (σ i) = if σ ∈ kekule E then 1 else 0 := by
  by_cases h : ∀ i, E i (σ i) = true
  · rw [if_pos (by simpa [kekule] using h)]
    exact Finset.prod_eq_one fun i _ => by simp [biadjacency, h i]
  · rw [if_neg (by simpa [kekule] using h)]
    obtain ⟨i, hi⟩ := not_forall.mp h
    exact Finset.prod_eq_zero (mem_univ i) (by simp [biadjacency, hi])

/-- The determinant of the biadjacency matrix is the sum of the signs of the Kekulé
structures. -/
theorem det_biadjacency (E : n → n → Bool) :
    (biadjacency E).det = ∑ σ ∈ kekule E, ((Equiv.Perm.sign σ : ℤ) : ℚ) := by
  rw [← Matrix.det_transpose, Matrix.det_apply']
  simp only [Matrix.transpose_apply, prod_biadjacency, mul_ite, mul_one, mul_zero]
  rw [Finset.sum_ite_mem, Finset.univ_inter]

/-- A biadjacency entry times its cofactor is the sum of the signs of the Kekulé structures that
contain the double bond `i`-`j`. -/
theorem entry_mul_cofactor (E : n → n → Bool) (i j : n) :
    biadjacency E i j * (biadjacency E).adjugate j i =
      ∑ σ ∈ kekuleWith E i j, ((Equiv.Perm.sign σ : ℤ) : ℚ) := by
  rw [Matrix.adjugate_apply, ← Matrix.det_transpose, Matrix.det_apply', Finset.mul_sum,
    kekuleWith, Finset.sum_filter, ← Finset.univ_inter (kekule E), ← Finset.sum_ite_mem]
  refine Finset.sum_congr rfl fun σ _ => ?_
  simp only [Matrix.transpose_apply]
  -- split off the factor of atom i, the only one changed by the row replacement
  rw [← Finset.mul_prod_erase univ
    (fun k => (biadjacency E).updateRow i (Pi.single j 1) k (σ k)) (mem_univ i)]
  have hrest : ∏ k ∈ univ.erase i, (biadjacency E).updateRow i (Pi.single j 1) k (σ k) =
      ∏ k ∈ univ.erase i, biadjacency E k (σ k) :=
    Finset.prod_congr rfl fun k hk => by
      rw [Matrix.updateRow_ne (Finset.ne_of_mem_erase hk)]
  have hfull := prod_biadjacency E σ
  rw [← Finset.mul_prod_erase univ (fun k => biadjacency E k (σ k)) (mem_univ i)] at hfull
  by_cases h : σ i = j
  · subst h
    simp only [hrest, Matrix.updateRow_self, Pi.single_eq_same, if_true]
    by_cases hm : σ ∈ kekule E
    · rw [if_pos hm] at hfull ⊢
      linear_combination ((Equiv.Perm.sign σ : ℤ) : ℚ) * hfull
    · rw [if_neg hm] at hfull ⊢
      linear_combination ((Equiv.Perm.sign σ : ℤ) : ℚ) * hfull
  · simp [Matrix.updateRow_self, h]

/-- Ham-Ruedenberg relation: if Kekulé structures exist and all have the same sign, the
biadjacency matrix `B` is invertible and `B i j * B⁻¹ j i` is the Pauling bond order. -/
theorem ham_ruedenberg (E : n → n → Bool) (hK : (kekule E).Nonempty) (hs : SameSign E) :
    IsUnit (biadjacency E) ∧
      ∀ i j, biadjacency E i j * (biadjacency E)⁻¹ j i = paulingBondOrder E i j := by
  have hcard : ((kekule E).card : ℚ) ≠ 0 := Nat.cast_ne_zero.2 hK.card_pos.ne'
  obtain ⟨τ, hτ⟩ := hK
  obtain ⟨s, hsdef⟩ : ∃ s : ℚ, s = ((Equiv.Perm.sign τ : ℤ) : ℚ) := ⟨_, rfl⟩
  have hs0 : s ≠ 0 := by
    rw [hsdef]
    rcases Int.units_eq_one_or (Equiv.Perm.sign τ) with h | h <;> simp [h]
  -- a signed sum over Kekulé structures is the common sign times their number
  have hsum : ∀ T ⊆ kekule E,
      ∑ σ ∈ T, ((Equiv.Perm.sign σ : ℤ) : ℚ) = s * (T.card : ℚ) := by
    intro T hT
    calc ∑ σ ∈ T, ((Equiv.Perm.sign σ : ℤ) : ℚ) = ∑ _σ ∈ T, s :=
          Finset.sum_congr rfl fun σ hσ => by rw [hs σ (hT hσ) τ hτ, hsdef]
      _ = s * (T.card : ℚ) := by rw [Finset.sum_const, nsmul_eq_mul, mul_comm]
  have hdet : (biadjacency E).det = s * ((kekule E).card : ℚ) := by
    rw [det_biadjacency, hsum _ (Finset.Subset.refl _)]
  refine ⟨(Matrix.isUnit_iff_isUnit_det _).2
    (isUnit_iff_ne_zero.2 (by rw [hdet]; exact mul_ne_zero hs0 hcard)), fun i j => ?_⟩
  have hcof := entry_mul_cofactor E i j
  rw [hsum _ (Finset.filter_subset _ _)] at hcof
  -- the common sign cancels between cofactor and determinant
  rw [Matrix.inv_def, Ring.inverse_eq_inv', Matrix.smul_apply, smul_eq_mul, mul_left_comm,
    hcof, hdet, paulingBondOrder]
  field_simp

end HamRuedenberg
```

The compiler's answer:

```
Main.lean:102:6: error: Tactic `rewrite` failed: Did not find an occurrence of the pattern
  ∑ σ ∈ kekule E with ?m.250 σ, ↑↑(Equiv.Perm.sign σ)
in the target expression
  biadjacency E i j * (biadjacency E).adjugate j i = ∑ σ ∈ kekuleWith E i j, ↑↑(Equiv.Perm.sign σ)

n : Type u_1
inst✝¹ : Fintype n
inst✝ : DecidableEq n
E : n → n → Bool
hs : SameSign E
hcard : ↑(#(kekule E)) ≠ 0
τ : Equiv.Perm n
hτ : τ ∈ kekule E
s : ℚ
hsdef : s = ↑↑(Equiv.Perm.sign τ)
hs0 : s ≠ 0
hsum : ∀ T ⊆ kekule E, ∑ σ ∈ T, ↑↑(Equiv.Perm.sign σ) = s * ↑(#T)
hdet : (biadjacency E).det = s * ↑(#(kekule E))
i j : n
hcof : biadjacency E i j * (biadjacency E).adjugate j i = ∑ σ ∈ kekuleWith E i j, ↑↑(Equiv.Perm.sign σ)
⊢ biadjacency E i j * (biadjacency E)⁻¹ j i = paulingBondOrder E i j
```

The error is in the step that should turn the signed sum over `kekuleWith E i j` into the common sign times the number of those structures. In `hsum _ (Finset.filter_subset _ _)` the set is left as `_`, and Lean fills it in from the type of `Finset.filter_subset`, as a filter of `kekule E` with a predicate still to be found. The rewrite therefore looks for a sum over an explicit filter, which the message prints as `∑ σ ∈ kekule E with ?m.250 σ, …`. But `hcof` has the sum over `kekuleWith E i j`. This is such a filter by definition, but `rw` does not unfold an ordinary definition like `kekuleWith` when matching its pattern, so it finds no occurrence.

The repair gives the set explicitly as `kekuleWith E i j`, so the left-hand side of `hsum` has the same form as the sum in `hcof`. `Finset.filter_subset _ _` still serves as the proof of inclusion, because Lean can unfold `kekuleWith` when checking that argument's type.

The repair, with which the file compiles:

```diff
@@ -100,5 +100,5 @@
     (isUnit_iff_ne_zero.2 (by rw [hdet]; exact mul_ne_zero hs0 hcard)), fun i j => ?_⟩
   have hcof := entry_mul_cofactor E i j
-  rw [hsum _ (Finset.filter_subset _ _)] at hcof
+  rw [hsum (kekuleWith E i j) (Finset.filter_subset _ _)] at hcof
   -- the common sign cancels between cofactor and determinant
   rw [Matrix.inv_def, Ring.inverse_eq_inv', Matrix.smul_apply, smul_eq_mul, mul_left_comm,
```
